# The mean jamming coverage of randomly adsorbed dimers on a long open chain tends to 1 − exp(−2)

Dimers land one at a time on an open chain of sites, each on a free adjacent pair chosen uniformly, and they never move or leave. When no free pair is left, the chain is jammed. This random process is represented here by its mean alone, through a recursion over the position of the first dimer. No probability space of landing sequences is built. The quantity of interest is \(E_n\), the mean number of dimers in the jammed state of a chain of \(n\) sites. For \(n>0\) the mean covered fraction is then \(2E_n/n\), since each dimer covers two sites.

The model describes irreversible adsorption in one dimension, without diffusion or desorption. In that setting the result gives simulations both the limiting coverage and the correction for the ends of a finite chain.

```lean
import Mathlib

open Filter Topology

namespace DimerJamming
```

## Conditioning on the first dimer

A chain with no sites or one site holds no dimer, so \(E_0=E_1=0\). A chain of \(n+2\) sites has \(n+1\) adjacent pairs. If the first dimer leaves \(i\) sites on its left, it leaves \(n-i\) on its right, with \(0\le i\le n\). No later dimer can bridge the two fragments. Averaging over the landing position gives

\[
E_{n+2}=\frac{1}{n+1}\sum_{i=0}^{n}\bigl(1+E_i+E_{n-i}\bigr).
\]

```lean
/-- Mean number of dimers on an open chain of `n` sites at jamming. The first dimer lands
uniformly on one of the adjacent pairs, and the two fragments beside it then fill separately. -/
noncomputable def meanDimers : ℕ → ℝ
  | 0 => 0
  | 1 => 0
  | n + 2 => (∑ i : Fin (n + 1), (1 + meanDimers i.1 + meanDimers (n - i.1))) / ((n : ℝ) + 1)
termination_by n => n
decreasing_by all_goals omega
```

The function `meanDimers` takes the number of sites and returns the real number \(E_n\). The index `i : Fin (n + 1)` runs over the \(n+1\) landing positions, and `i.1` is the length of the left fragment.

One step between this definition and the adsorption process is left to physical reasoning. Landings seen within one fragment are again uniform on that fragment's free pairs, whatever happens in the other. Each fragment therefore fills like a fresh chain of its own length, and the means add.

The formulas for finite chains contain partial sums of the exponential series,

\[
S_n=\sum_{k=0}^{n-1}\frac{(-2)^k}{k!},\qquad S_0=0,\quad S_1=1.
\]

```lean
/-- The sum of the first `n` terms of the power series of `exp (-2)`. -/
noncomputable def expPartial (n : ℕ) : ℝ :=
  ∑ k ∈ Finset.range n, (-2 : ℝ) ^ k / (k.factorial : ℝ)
```

The index of `expPartial` counts terms, so the highest power in \(S_n\) is \(n-1\), whereas many texts label a partial sum by its highest power.

## From the average to a three-term relation

As \(i\) runs from \(0\) to \(n\), so does \(n-i\), in the opposite order. The left and right fragments contribute equally, and the constant term averages to one:

\[
E_{n+2}=1+\frac{2}{n+1}\sum_{i=0}^{n}E_i .
\]

```lean
/-- On a chain of `n + 2` sites the mean number of jammed dimers is one plus twice the average
of the means for chains of `0` to `n` sites. -/
theorem meanDimers_recursion (n : ℕ) :
    meanDimers (n + 2) =
      1 + 2 / ((n : ℝ) + 1) * ∑ i ∈ Finset.range (n + 1), meanDimers i := by
  -- left and right fragments have the same distribution of lengths
  have hr : ∑ i ∈ Finset.range (n + 1), meanDimers (n - i) =
      ∑ i ∈ Finset.range (n + 1), meanDimers i :=
    Finset.sum_range_reflect meanDimers (n + 1)
  have hn : (n : ℝ) + 1 ≠ 0 := by positivity
  rw [meanDimers, Fin.sum_univ_eq_sum_range (fun i => 1 + meanDimers i + meanDimers (n - i)),
    Finset.sum_add_distrib, Finset.sum_add_distrib, hr, Finset.sum_const, Finset.card_range,
    nsmul_eq_mul, mul_one, div_eq_iff hn, add_mul, mul_right_comm, div_mul_cancel₀ _ hn]
  push_cast
  ring
```

This is the usual starting recursion, obtained here from the landing rule. The reflection is `Finset.sum_range_reflect`; the remaining steps split the sum and clear the denominator.

Multiplying by \(n+1\) gives

\[
(n+1)E_{n+2}=(n+1)+2\sum_{i=0}^{n}E_i .
\]

For \(n\ge1\), the same identity one site lower is \(nE_{n+1}=n+2\sum_{i=0}^{n-1}E_i\). Subtraction leaves only the last term of the sum:

\[
(n+1)E_{n+2}=nE_{n+1}+2E_n+1 .
\]

For \(n=0\) the relation reads \(E_2=1\), which is the single dimer on two sites.

```lean
/-- The mean numbers of jammed dimers on three successive chain lengths obey a linear relation. -/
theorem meanDimers_three_term (n : ℕ) :
    ((n : ℝ) + 1) * meanDimers (n + 2) =
      n * meanDimers (n + 1) + 2 * meanDimers n + 1 := by
  have hs : ∀ m : ℕ, ((m : ℝ) + 1) * meanDimers (m + 2) =
      (m + 1) + 2 * ∑ i ∈ Finset.range (m + 1), meanDimers i := by
    intro m
    have hm : (m : ℝ) + 1 ≠ 0 := by positivity
    rw [meanDimers_recursion, mul_add, mul_one, ← mul_assoc, mul_div_cancel₀ _ hm]
  have h0 : meanDimers 0 = 0 := by rw [meanDimers]
  cases n with
  | zero =>
    have h := hs 0
    rw [Finset.sum_range_one, h0] at h
    rw [h, h0]
    norm_num
  | succ m =>
    -- subtracting successive recursions removes the sum
    have h1 := hs m
    have h2 := hs (m + 1)
    rw [Finset.sum_range_succ] at h2
    push_cast at h2 ⊢
    linear_combination h2 - h1
```

The auxiliary statement `hs` is the recursion after multiplication. The case `zero` treats two sites directly, and in the case `succ m` the combination `h2 - h1` is the subtraction above.

In a numerical calculation this relation produces each new mean from the two before it, with no stored sum. It gives \(E_2=1\), \(E_3=1\), \(E_4=5/3\), \(E_5=2\) and \(E_6=37/15\).

## The factorial in the second difference

Let \(D_n=E_{n+2}-2E_{n+1}+E_n\). Subtracting the three-term relation at \(n\) from the one at \(n+1\) gives

\[
(n+2)E_{n+3}-2(n+1)E_{n+2}+(n-2)E_{n+1}+2E_n=0 .
\]

Subtracting this zero from \((n+2)D_{n+1}\) leaves

\[
(n+2)D_{n+1}=-2E_{n+2}+4E_{n+1}-2E_n=-2D_n .
\]

Since \(D_0=E_2-2E_1+E_0=1\), repeated use of this ratio yields

\[
D_n=\frac{(-2)^n}{(n+1)!}.
\]

```lean
/-- The second difference of the mean number of jammed dimers in the chain length is
`(-2) ^ n / (n + 1)!`. -/
theorem meanDimers_second_difference (n : ℕ) :
    meanDimers (n + 2) - 2 * meanDimers (n + 1) + meanDimers n =
      (-2 : ℝ) ^ n / ((n + 1).factorial : ℝ) := by
  induction n with
  | zero =>
    have h := meanDimers_three_term 0
    have h0 : meanDimers 0 = 0 := by rw [meanDimers]
    have h1 : meanDimers 1 = 0 := by rw [meanDimers]
    norm_num [h0, h1] at h ⊢
    exact h
  | succ n ih =>
    change meanDimers (n + 3) - 2 * meanDimers (n + 2) + meanDimers (n + 1) =
      (-2 : ℝ) ^ (n + 1) / ((n + 2).factorial : ℝ)
    have h1 := meanDimers_three_term n
    have h2 : (((n + 1 : ℕ) : ℝ) + 1) * meanDimers (n + 3) =
        ((n + 1 : ℕ) : ℝ) * meanDimers (n + 2) + 2 * meanDimers (n + 1) + 1 :=
      meanDimers_three_term (n + 1)
    push_cast at h2
    have hf : ((n + 2).factorial : ℝ) = ((n : ℝ) + 2) * ((n + 1).factorial : ℝ) := by
      exact_mod_cast Nat.factorial_succ (n + 1)
    rw [eq_div_iff (by positivity)] at ih
    rw [hf, eq_div_iff (by positivity)]
    linear_combination ((n + 1).factorial : ℝ) * (h2 - h1) - 2 * ih
```

The induction follows the same route. Its base case is \(D_0=1\). In the step, `h2 - h1` subtracts the two relations, `ih` supplies \(D_n\), and `hf` is \((n+2)!=(n+2)(n+1)!\). Physically, the rapid decay of \(D_n\) says that the gain from adding one site soon stops depending on the length of the chain.

## The gain from one extra site

The first difference starts at \(E_1-E_0=0\) and changes by \(D_k\), which alternates in sign, at each step. Therefore

\[
2(E_{n+1}-E_n)=2\sum_{k=0}^{n-1}\frac{(-2)^k}{(k+1)!}
=-\sum_{k=1}^{n}\frac{(-2)^k}{k!}=1-S_{n+1}.
\]

For \(n=0\) the sums are empty and both sides vanish.

```lean
/-- Twice the gain in jammed dimers from one extra site is one minus a partial sum of the
series of `exp (-2)`. -/
theorem meanDimers_increment (n : ℕ) :
    2 * (meanDimers (n + 1) - meanDimers n) = 1 - expPartial (n + 1) := by
  induction n with
  | zero => simp [meanDimers, expPartial]
  | succ n ih =>
    change 2 * (meanDimers (n + 2) - meanDimers (n + 1)) = 1 - expPartial (n + 2)
    have hT : expPartial (n + 2) =
        expPartial (n + 1) + (-2 : ℝ) ^ (n + 1) / ((n + 1).factorial : ℝ) :=
      Finset.sum_range_succ _ _
    linear_combination ih + 2 * meanDimers_second_difference n + hT
```

The proof carries out this summation by induction. The line `hT` adds one term to the partial sum, and `meanDimers_second_difference` provides the matching change in the gain. Since \(S_{n+1}\) approaches \(e^{-2}\), each extra site of a long chain adds about \((1-e^{-2})/2\) dimers on average.

## Empty sites on a finite chain

The mean number of empty sites on \(n+1\) sites is \(V_{n+1}=(n+1)-2E_{n+1}\). It has the exact form

\[
V_{n+1}=(n+1)S_{n+1}+2S_n .
\]

For one site both sides equal one. For the step to the next length, the previous result gives

\[
V_{n+2}-V_{n+1}=1-2(E_{n+2}-E_{n+1})=S_{n+2}.
\]

The right-hand side of the claimed formula changes by

\[
S_{n+2}+(n+1)\frac{(-2)^{n+1}}{(n+1)!}+2\frac{(-2)^n}{n!}=S_{n+2},
\]

because the last two terms cancel. The two sides therefore remain equal.

```lean
/-- Exact mean number of empty sites in the jammed state of a chain of `n + 1` sites. -/
theorem meanVacancies_exact (n : ℕ) :
    ((n : ℝ) + 1) - 2 * meanDimers (n + 1) =
      ((n : ℝ) + 1) * expPartial (n + 1) + 2 * expPartial n := by
  induction n with
  | zero => simp [meanDimers, expPartial]
  | succ n ih =>
    change (((n + 1 : ℕ) : ℝ) + 1) - 2 * meanDimers (n + 2) =
      (((n + 1 : ℕ) : ℝ) + 1) * expPartial (n + 2) + 2 * expPartial (n + 1)
    have hi : 2 * (meanDimers (n + 2) - meanDimers (n + 1)) = 1 - expPartial (n + 2) :=
      meanDimers_increment (n + 1)
    have hT2 : expPartial (n + 2) =
        expPartial (n + 1) + (-2 : ℝ) ^ (n + 1) / ((n + 1).factorial : ℝ) :=
      Finset.sum_range_succ _ _
    have hT1 : expPartial (n + 1) = expPartial n + (-2 : ℝ) ^ n / (n.factorial : ℝ) :=
      Finset.sum_range_succ _ _
    have ha : ((n : ℝ) + 1) * ((-2 : ℝ) ^ (n + 1) / ((n + 1).factorial : ℝ)) =
        -2 * ((-2 : ℝ) ^ n / (n.factorial : ℝ)) := by
      rw [mul_div_assoc', mul_div_assoc', div_eq_div_iff (by positivity) (by positivity)]
      push_cast [Nat.factorial_succ]
      ring
    push_cast
    linear_combination ih - hi - ((n : ℝ) + 1) * hT2 - 2 * hT1 - ha
```

In the Lean proof, `hi` is the gain in dimers, `hT2` and `hT1` are the increments of the partial sums, and `ha` is the cancellation.

Four sites show the formula at work. Here \(S_4=-1/3\) and \(S_3=1\), so \(V_4=-4/3+2=2/3\). Direct counting agrees: with probability \(1/3\) the first dimer takes the middle pair and strands two sites, and otherwise the chain fills completely.

## The truncation error multiplied by the length

The exact formula multiplies a partial sum by the chain length, so convergence of \(S_n\) to \(e^{-2}\) is not by itself enough to fix the constant term in the number of empty sites. The error must still vanish after multiplication by \(n\). It is the tail of the series, and in the tail \(n\le k\):

\[
n\,|S_n-e^{-2}|
=n\left|\sum_{k=n}^{\infty}\frac{(-2)^k}{k!}\right|
\le\sum_{k=n}^{\infty}k\,\frac{2^k}{k!}.
\]

For \(k\ge1\) the summand on the right is \(2\cdot2^{k-1}/(k-1)!\), so the full series converges and its tail tends to zero.

```lean
/-- The partial sums approach `exp (-2)` so fast that the error times `n` still vanishes. -/
theorem expPartial_error :
    Tendsto (fun n : ℕ => (n : ℝ) * (expPartial n - Real.exp (-2))) atTop (𝓝 0) := by
  have he : HasSum (fun k : ℕ => (-2 : ℝ) ^ k / (k.factorial : ℝ)) (Real.exp (-2)) := by
    rw [Real.exp_eq_exp_ℝ]
    exact NormedSpace.expSeries_div_hasSum_exp (-2 : ℝ)
  have hg : Summable (fun k : ℕ => (k : ℝ) * ((2 : ℝ) ^ k / (k.factorial : ℝ))) := by
    refine (summable_nat_add_iff 1).1 ?_
    refine ((Real.summable_pow_div_factorial 2).mul_left 2).congr fun k => ?_
    rw [mul_div_assoc', mul_div_assoc', div_eq_div_iff (by positivity) (by positivity)]
    push_cast [Nat.factorial_succ]
    ring
  -- the error is bounded by the tail of a convergent series
  refine squeeze_zero_norm (fun n => ?_)
    (tendsto_sum_nat_add (fun k : ℕ => (k : ℝ) * ((2 : ℝ) ^ k / (k.factorial : ℝ))))
  have ht := he.summable.sum_add_tsum_nat_add n
  rw [he.tsum_eq] at ht
  change expPartial n + _ = _ at ht
  rw [← ht, sub_add_cancel_left, mul_neg, norm_neg, ← tsum_mul_left]
  refine tsum_of_norm_bounded ((summable_nat_add_iff n).2 hg).hasSum fun i => ?_
  have h2 : ‖(-2 : ℝ)‖ = 2 := by norm_num
  simp only [norm_mul, norm_div, norm_pow, h2, Real.norm_natCast]
  exact mul_le_mul_of_nonneg_right (by exact_mod_cast Nat.le_add_left n i) (by positivity)
```

Here `he` is the exponential series and `hg` is the convergence of the bounding series, obtained by the shift just described. The tactic step with `squeeze_zero_norm` compares the error with the tail, and `tendsto_sum_nat_add` sends that tail to zero. In the Lean sums the tail index is written as \(k=i+n\).

## The vacancy law and the coverage

Subtracting \((n+3)e^{-2}\) from the exact formula for \(n+1\) sites gives

\[
V_{n+1}-(n+3)e^{-2}
=(n+1)(S_{n+1}-e^{-2})+2(S_n-e^{-2})\longrightarrow0 .
\]

In terms of a chain of \(n\) sites, this says

\[
n-2E_n-(n+2)e^{-2}\longrightarrow0 .
\]

```lean
/-- For long chains the mean number of empty sites at jamming differs from `(n + 2) exp (-2)`
by a quantity that tends to zero. -/
theorem meanVacancies_asymptotic :
    Tendsto (fun n : ℕ => (n : ℝ) - 2 * meanDimers n - ((n : ℝ) + 2) * Real.exp (-2))
      atTop (𝓝 0) := by
  have hT : Tendsto expPartial atTop (𝓝 (Real.exp (-2))) := by
    have he : HasSum (fun k : ℕ => (-2 : ℝ) ^ k / (k.factorial : ℝ)) (Real.exp (-2)) := by
      rw [Real.exp_eq_exp_ℝ]
      exact NormedSpace.expSeries_div_hasSum_exp (-2 : ℝ)
    exact he.tendsto_sum_nat
  refine (tendsto_add_atTop_iff_nat 1).1 ?_
  have h := ((tendsto_add_atTop_iff_nat 1).2 expPartial_error).add
    ((hT.sub_const (Real.exp (-2))).const_mul 2)
  rw [sub_self, mul_zero, add_zero] at h
  refine h.congr fun n => ?_
  have hv := meanVacancies_exact n
  push_cast
  linear_combination -hv
```

The statement `Tendsto ... atTop (𝓝 0)` is this limit as \(n\) grows through the natural numbers. The proof shifts the index by one, adds the two vanishing errors, and uses `meanVacancies_exact` to identify their sum.

Call the vanishing quantity \(r_n=n-2E_n-(n+2)e^{-2}\). For \(n>0\), solving for \(2E_n\) and dividing by \(n\) gives

\[
\frac{2E_n}{n}=1-e^{-2}-\frac{r_n+2e^{-2}}{n}
\longrightarrow1-e^{-2}.
\]

```lean
/-- The mean fraction of sites covered by dimers at jamming tends to `1 - exp (-2)` as the
chain grows. -/
theorem jamming_coverage :
    Tendsto (fun n : ℕ => 2 * meanDimers n / (n : ℝ)) atTop (𝓝 (1 - Real.exp (-2))) := by
  have h := ((meanVacancies_asymptotic.add_const (2 * Real.exp (-2))).mul
    (tendsto_one_div_atTop_nhds_zero_nat (𝕜 := ℝ))).const_sub (1 - Real.exp (-2))
  rw [mul_zero, sub_zero] at h
  refine h.congr' ?_
  filter_upwards [eventually_gt_atTop 0] with n hn
  have hn' : (n : ℝ) ≠ 0 := by exact_mod_cast hn.ne'
  rw [eq_div_iff hn', sub_mul, mul_assoc, one_div, inv_mul_cancel₀ hn']
  ring

end DimerJamming
```

```lean
#print axioms DimerJamming.jamming_coverage
```

```
'DimerJamming.jamming_coverage' depends on axioms: [propext, Classical.choice, Quot.sound]
```

The theorem `jamming_coverage` concerns the mean covered fraction for the landing rule encoded in `meanDimers`. It makes no statement about the spread of the coverage between individual runs. Its proof forms the vanishing correction from `meanVacancies_asymptotic` and uses `filter_upwards` to restrict the algebra to positive \(n\), which is enough for a limit.

## Reading the end correction in a simulation

Suppose a simulation averages the number of empty sites over many jammed open chains of 100 sites. The vacancy law predicts a mean close to \(102\,e^{-2}\approx13.80\). Dividing by 100 gives a vacancy fraction of 0.1380, and hence a coverage of 0.8620, while the infinite-chain coverage is 0.8647. Dividing the same mean by 102 gives 0.1353, the limiting vacancy fraction to the digits shown. The two additional sites in the denominator account for the ends of the chain.

A ring has no such correction at this order. Its first dimer turns a ring of \(n\) sites into an open chain of \(n-2\) sites, and replacing \(n\) by \(n-2\) in the vacancy law gives about \(n e^{-2}\) empty sites. This short argument for the ring is an informal consequence of the open-chain theorem.
